# A spin-coupled auxiliary field can have negative weight on the Hubbard triangle, but not on a bipartite lattice at particle-hole symmetry

## Can three time slices on a triangle already make the weight negative?

If my auxiliary-field Monte Carlo code treats det(1+B↑) det(1+B↓) as a probability and the product turns negative, there is no probability to sample, and silently dropping the sign can bias every average. I am told that this happens for the repulsive Hubbard model on a triangle, and that it cannot happen on a bipartite lattice at the particle-hole symmetric point. I would like to see one explicit bad configuration, small enough to compute by hand, together with the bipartite statement, both checked by a proof assistant.

## Yes: let the single up-field visit the three sites in turn

**The field and the hopping.** Let τ be the time step, U the repulsion, x = τU, and a, b ∈ {0, 1} the occupations of a site by the two spins. If cosh λ = exp(x/2), then

exp(−x(a−½)(b−½)) = ½ exp(−x/4) [exp(λ(a−b)) + exp(−λ(a−b))].

For a = b both sides are exp(−x/4). For a ≠ b the right side is exp(−x/4) cosh λ = exp(x/4), as is the left. Taking λ = log 10 gives cosh λ = (10 + 1/10)/2 = 101/20, so x = 2 log(101/20) > 0, which is a repulsive interaction.

The hopping energy of each spin is the sum of K_ij c_i†c_j over i and j. The triangle's hopping matrix K has 0 on the diagonal and 1 elsewhere, with eigenvalues 2, −1, −1. In the common convention that puts −t on each bond, this is t = −1. At τ = log 2 the factor E = exp(−τK) therefore has eigenvalues 1/4, 2, 2. With J the all-ones matrix,

E = 2 − (7/12) J,

so its diagonal entries are 17/12, its off-diagonal entries are −7/12, and det E = 1.

**The two determinants.** Let P_k project on site k, for k = 0, 1, 2. A field that is up at k and down elsewhere acts as D_k = r⁻¹(1 + cP_k) with c = r² − 1, where r = 10 for spin up and r = 1/10 for spin down. The propagator is B = D₀E D₁E D₂E. For a 3×3 matrix,

det(1+B) = 1 + tr B + e₂ + det B, with e₂ = det B · tr B⁻¹.

Since det D_k = r⁻¹, det B = r⁻³. Expanding in the projectors, with E₀₁ = −7/12, (E²)₀₁ = −21/16 and tr E³ = 1025/64,

tr B = r⁻³ [(1+c)(1025/64) + 3c²(49/64) − c³(343/1728)].

The inverse E⁻¹ = 1/2 + (7/6) J has (E⁻²)₀₁ = 21/4 and tr E⁻³ = 257/4. With d = r⁻² − 1, the same expansion gives

e₂ = (1+d)(257/4) + 3d²(49/8) + d³(343/216).

Inserting the two values of r, rounded:

det(1+B↑) = 1 − 168.487 + 17.111 + 0.001 ≈ −150.375

det(1+B↓) = 1 + 2603.923 + 1727317.250 + 1000 ≈ 1730922.173

The weight is about −2.60 × 10⁸. The negative sign comes from the c³ term of tr B↑, which contains the product of three negative off-diagonal entries of E, taken once around the triangle. For t = +1, that is with −K in place of K, the same fields give the same weight: the new spin-up and spin-down propagators are the transposes of B↓⁻¹ and B↑⁻¹, and det B↑ det B↓ = 1.

**The bipartite case.** Let K now be a real symmetric hopping matrix and S a diagonal matrix of signs η_i = ±1 with SKS = −K. Then SES = E⁻¹. Since S commutes with the diagonal field factors, and these are inverse to each other for the two spins, transposing B↑ and conjugating by S gives

S B↑ᵀ S B↓ = 1.

Hence 1 + B↓ = S(1 + B↑ᵀ)S B↓, and since (det S)² = 1,

det(1+B↑) det(1+B↓) = det(1+B↑)² det B↓ ≥ 0.

Here det B↓ is positive: the field factors have positive diagonals, and E is the square of the invertible matrix exp(−τK/2).

**What the Lean statements say.** `hopFactor τ K` is the true matrix exponential exp(−τK), and `auxFactor lam s` is the diagonal matrix with entries exp(λs_i). `propagator` multiplies the slices of a list, with the head of the list leftmost. `weight` is the product of the two determinants, with λ for one spin and −λ for the other. `triangle` is K in units of the hopping amplitude, and `oneUp k` is the field with +1 at k and −1 elsewhere.

- `triangle_weight_neg` says that the weight of `[oneUp 0, oneUp 1, oneUp 2]` is below zero. It states the sign; the decimals above come from the calculation by hand.
- `bipartite_weight_nonneg` covers any finite set of sites, any real τ and λ, any number of slices and any real fields. Its hypothesis `hηK` is the bipartite condition. It also forces K_ii = 0, which excludes a chemical potential away from the symmetric point.
- `square_ring_witness` applies this to the four-site ring.

The determinant form of the weight is a definition here: it is not derived from the fermionic trace, and positive prefactors are left out. The time step is finite, so the weights belong to the discretised path integral. For simulation practice, this three-site, three-slice example shows that the product of determinants cannot serve directly as a probability for this triangle and this decoupling at the parameters chosen (U ≈ 4.67 and inverse temperature 3τ ≈ 2.08, with the hopping amplitude as the unit of energy); it does not give the average sign or how that scales.

```lean
import Mathlib

open Matrix NormedSpace

namespace FrustratedHubbardTriangle

noncomputable section

variable {n : Type*} [Fintype n] [DecidableEq n]

/-- The hopping factor `exp(-τ K)` of one imaginary-time slice. -/
def hopFactor (τ : ℝ) (K : Matrix n n ℝ) : Matrix n n ℝ :=
  NormedSpace.exp ((-τ) • K)

/-- The diagonal factor `exp(lam s_i)` by which an auxiliary field `s` acts on one spin species. -/
def auxFactor (lam : ℝ) (s : n → ℝ) : Matrix n n ℝ :=
  diagonal fun i => Real.exp (lam * s i)

/-- The ordered product of field and hopping factors over all time slices, for one spin species. -/
def propagator (lam : ℝ) (E : Matrix n n ℝ) (f : List (n → ℝ)) : Matrix n n ℝ :=
  (f.map fun s => auxFactor lam s * E).prod

/-- The fermion weight of a field configuration: the product of the determinants of the two
spin species, which feel the field with opposite signs. -/
def weight (lam : ℝ) (E : Matrix n n ℝ) (f : List (n → ℝ)) : ℝ :=
  det (1 + propagator lam E f) * det (1 + propagator (-lam) E f)

/-- The hopping matrix of the triangle, with unit amplitude on each bond. -/
def triangle : Matrix (Fin 3) (Fin 3) ℝ := !![0, 1, 1; 1, 0, 1; 1, 1, 0]

/-- The Ising field that is up at site `k` and down at the other two sites. -/
def oneUp (k : Fin 3) : Fin 3 → ℝ := fun i => if i = k then 1 else -1

/-- Discrete decoupling of the Hubbard repulsion: for occupations 0 or 1 and
`cosh lam = exp(x/2)`, with `x` the interaction times the time step, the interaction factor is a
sum over an Ising field coupled to the local spin. -/
theorem discrete_decoupling (x lam a b : ℝ) (h : Real.cosh lam = Real.exp (x / 2))
    (ha : a = 0 ∨ a = 1) (hb : b = 0 ∨ b = 1) :
    Real.exp (-x * ((a - 1 / 2) * (b - 1 / 2))) =
      Real.exp (-x / 4) / 2 * (Real.exp (lam * (a - b)) + Real.exp (-lam * (a - b))) := by
  have hc : Real.exp lam + Real.exp (-lam) = 2 * Real.exp (x / 2) := by
    rw [← h, Real.cosh_eq]; ring
  have e : Real.exp (x / 4) = Real.exp (-x / 4) * Real.exp (x / 2) := by
    rw [← Real.exp_add]; congr 1; ring
  rcases ha with rfl | rfl <;> rcases hb with rfl | rfl
  · rw [show -x * ((0 - 1 / 2) * (0 - 1 / 2)) = -x / 4 by ring,
      show lam * (0 - 0) = 0 by ring, show -lam * (0 - 0) = 0 by ring, Real.exp_zero]
    ring
  · rw [show -x * ((0 - 1 / 2) * (1 - 1 / 2)) = x / 4 by ring,
      show lam * (0 - 1) = -lam by ring, show -lam * (0 - 1) = lam by ring]
    linear_combination e - Real.exp (-x / 4) / 2 * hc
  · rw [show -x * ((1 - 1 / 2) * (0 - 1 / 2)) = x / 4 by ring,
      show lam * (1 - 0) = lam by ring, show -lam * (1 - 0) = -lam by ring]
    linear_combination e - Real.exp (-x / 4) / 2 * hc
  · rw [show -x * ((1 - 1 / 2) * (1 - 1 / 2)) = -x / 4 by ring,
      show lam * (1 - 1) = 0 by ring, show -lam * (1 - 1) = 0 by ring, Real.exp_zero]
    ring

/-- The field strength `log 10` satisfies the decoupling condition for
interaction times time step equal to `2 log(101/20)`. -/
theorem coupling_log_ten :
    Real.cosh (Real.log 10) = Real.exp (2 * Real.log (101 / 20) / 2) := by
  rw [show 2 * Real.log (101 / 20) / 2 = Real.log (101 / 20) by ring, Real.cosh_eq,
    Real.exp_neg, Real.exp_log (by norm_num), Real.exp_log (by norm_num)]
  norm_num

/-- At `τ = log 2` the hopping factor of the triangle has diagonal entries 17/12 and
off-diagonal entries -7/12. -/
theorem triangle_hopFactor : hopFactor (Real.log 2) triangle =
    Matrix.of fun i j => if i = j then (17 / 12 : ℝ) else -7 / 12 := by
  -- diagonalise with the uniform mode and two modes of zero total amplitude
  let P : Matrix (Fin 3) (Fin 3) ℝ := !![1, 1, 1; 1, -1, 0; 1, 0, -1]
  let Q : Matrix (Fin 3) (Fin 3) ℝ :=
    !![1/3, 1/3, 1/3; 1/3, -2/3, 1/3; 1/3, 1/3, -2/3]
  have hPQ : P * Q = 1 := by
    ext i j
    fin_cases i <;> fin_cases j <;>
      norm_num [P, Q, Matrix.mul_apply, Fin.sum_univ_succ]
  have hinv : P⁻¹ = Q := Matrix.inv_eq_right_inv hPQ
  have hU : IsUnit P := ⟨⟨P, Q, hPQ, mul_eq_one_comm.mp hPQ⟩, rfl⟩
  have hA : (-Real.log 2) • triangle =
      P * diagonal ![-(2 * Real.log 2), Real.log 2, Real.log 2] * P⁻¹ := by
    rw [hinv]
    ext i j
    rw [Matrix.mul_apply]
    simp only [mul_diagonal, Fin.sum_univ_three]
    fin_cases i <;> fin_cases j <;> simp [P, Q, triangle] <;> ring
  have e1 : Real.exp (-(2 * Real.log 2)) = 1 / 4 := by
    rw [Real.exp_neg, two_mul, Real.exp_add, Real.exp_log two_pos]; norm_num
  have e2 : Real.exp (Real.log 2) = 2 := Real.exp_log two_pos
  have hexp : NormedSpace.exp (![-(2 * Real.log 2), Real.log 2, Real.log 2] : Fin 3 → ℝ)
      = ![1 / 4, 2, 2] := by
    ext i
    refine (NormedSpace.map_exp (Pi.evalRingHom (fun _ : Fin 3 => ℝ) i) (continuous_apply i)
      ![-(2 * Real.log 2), Real.log 2, Real.log 2]).trans ?_
    rw [← Real.exp_eq_exp_ℝ]
    fin_cases i
    · exact e1
    · exact e2
    · exact e2
  rw [hopFactor, hA, Matrix.exp_conj _ _ hU, Matrix.exp_diagonal, hexp, hinv]
  ext i j
  rw [Matrix.mul_apply]
  simp only [mul_diagonal, Fin.sum_univ_three]
  fin_cases i <;> fin_cases j <;> simp [P, Q] <;> norm_num

/-- One time slice of the triangle at `τ = log 2`, for field strength `log r` with `r > 0`:
row `k` of the hopping factor is multiplied by `r` and the other rows by `1/r`. -/
theorem triangle_slice (r : ℝ) (hr : 0 < r) (k : Fin 3) :
    auxFactor (Real.log r) (oneUp k) * hopFactor (Real.log 2) triangle =
      Matrix.of fun i j => (if i = k then r else r⁻¹) *
        (if i = j then (17 / 12 : ℝ) else -7 / 12) := by
  ext i j
  rw [triangle_hopFactor, auxFactor, diagonal_mul, of_apply, of_apply]
  congr 1
  by_cases h : i = k
  · simp [oneUp, h, Real.exp_log hr]
  · simp [oneUp, h, Real.exp_neg, Real.exp_log hr]

/-- Sign problem of the frustrated Hubbard triangle: at `τ = log 2` and field strength `log 10`,
the configuration whose single up-field visits the three sites in turn has negative weight. -/
theorem triangle_weight_neg :
    weight (Real.log 10) (hopFactor (Real.log 2) triangle) [oneUp 0, oneUp 1, oneUp 2] < 0 := by
  have h02 : (0 : Fin 3) ≠ 2 := by decide
  have h12 : (1 : Fin 3) ≠ 2 := by decide
  unfold weight
  apply mul_neg_of_neg_of_pos
  · -- the spin-up determinant is negative
    simp only [propagator, List.map_cons, List.map_nil, List.prod_cons, List.prod_nil, mul_one,
      triangle_slice 10 (by norm_num)]
    rw [det_fin_three]
    norm_num [Matrix.mul_apply, Fin.sum_univ_three, Matrix.one_apply, h02, h12, h02.symm,
      h12.symm]
  · -- the spin-down determinant is positive
    rw [← Real.log_inv]
    simp only [propagator, List.map_cons, List.map_nil, List.prod_cons, List.prod_nil, mul_one,
      triangle_slice (10⁻¹) (by norm_num)]
    rw [det_fin_three]
    norm_num [Matrix.mul_apply, Fin.sum_univ_three, Matrix.one_apply, h02, h12, h02.symm,
      h12.symm]

/-- Particle-hole relation: if `E` is symmetric and a staggered sign `η` turns `E` into its
inverse, then it also turns the transposed spin-up propagator into the inverse of the
spin-down one. -/
theorem particle_hole (lam : ℝ) (E : Matrix n n ℝ) (η : n → ℝ) (hE : Eᵀ = E)
    (hS : diagonal η * diagonal η = 1) (hSE : diagonal η * E * diagonal η * E = 1)
    (f : List (n → ℝ)) :
    diagonal η * (propagator lam E f)ᵀ * diagonal η * propagator (-lam) E f = 1 := by
  induction f with
  | nil => simpa [propagator] using hS
  | cons s f ih =>
    have hp : ∀ l, propagator l E (s :: f) = auxFactor l s * E * propagator l E f :=
      fun l => by simp only [propagator, List.map_cons, List.prod_cons]
    have hD : (auxFactor lam s)ᵀ = auxFactor lam s := diagonal_transpose _
    -- the fields of the two spin species cancel across the staggered sign
    have hc : auxFactor lam s * diagonal η * auxFactor (-lam) s = diagonal η := by
      simp only [auxFactor, diagonal_mul_diagonal]
      congr 1
      funext i
      have h1 : Real.exp (lam * s i) * Real.exp (-lam * s i) = 1 := by
        rw [← Real.exp_add, show lam * s i + -lam * s i = 0 by ring, Real.exp_zero]
      linear_combination η i * h1
    rw [hp, hp, transpose_mul, transpose_mul, hE, hD]
    calc _ = diagonal η * (propagator lam E f)ᵀ * E *
          (auxFactor lam s * diagonal η * auxFactor (-lam) s) * E * propagator (-lam) E f := by
          simp only [mul_assoc]
      _ = diagonal η * (propagator lam E f)ᵀ * (diagonal η * diagonal η) * E * diagonal η * E *
          propagator (-lam) E f := by rw [hc, hS, mul_one]
      _ = diagonal η * (propagator lam E f)ᵀ * diagonal η *
          (diagonal η * E * diagonal η * E) * propagator (-lam) E f := by
          simp only [mul_assoc]
      _ = 1 := by rw [hSE, mul_one, ih]

/-- Bipartite case at particle-hole symmetry: if the hopping matrix is symmetric and changes sign
under a staggered sign `η = ±1`, every field configuration has nonnegative weight. -/
theorem bipartite_weight_nonneg (τ lam : ℝ) (K : Matrix n n ℝ) (η : n → ℝ) (hK : Kᵀ = K)
    (hη : ∀ i, η i * η i = 1) (hηK : ∀ i j, η i * K i j * η j = -K i j)
    (f : List (n → ℝ)) : 0 ≤ weight lam (hopFactor τ K) f := by
  have hS : diagonal η * diagonal η = 1 := by
    rw [diagonal_mul_diagonal]; simp [hη]
  have hinv : (diagonal η)⁻¹ = diagonal η := Matrix.inv_eq_right_inv hS
  have hU : IsUnit (diagonal η) := ⟨⟨diagonal η, diagonal η, hS, hS⟩, rfl⟩
  have hE : (hopFactor τ K)ᵀ = hopFactor τ K := by
    rw [hopFactor, ← Matrix.exp_transpose, transpose_smul, hK]
  -- the staggered sign inverts the hopping factor
  have hSE : diagonal η * hopFactor τ K * diagonal η * hopFactor τ K = 1 := by
    have hc : diagonal η * ((-τ) • K) * (diagonal η)⁻¹ = -((-τ) • K) := by
      rw [hinv]
      ext i j
      simp only [mul_diagonal, diagonal_mul, Matrix.smul_apply, Matrix.neg_apply, smul_eq_mul]
      linear_combination (-τ) * hηK i j
    have h := Matrix.exp_conj (diagonal η) ((-τ) • K) hU
    rw [hc, Matrix.exp_neg, hinv] at h
    rw [hopFactor, ← h]
    exact nonsing_inv_mul _ ((isUnit_iff_isUnit_det _).1 (Matrix.isUnit_exp _))
  have hdE : 0 ≤ det (hopFactor τ K) := by
    rw [hopFactor, show (-τ) • K = (-τ / 2) • K + (-τ / 2) • K by module,
      Matrix.exp_add_of_commute _ _ (Commute.refl _), det_mul]
    exact mul_self_nonneg _
  have hdP : 0 ≤ det (propagator (-lam) (hopFactor τ K) f) := by
    induction f with
    | nil => simp [propagator]
    | cons s f ih =>
      simp only [propagator, List.map_cons, List.prod_cons, det_mul] at ih ⊢
      refine mul_nonneg (mul_nonneg ?_ hdE) ih
      rw [auxFactor, det_diagonal]
      exact Finset.prod_nonneg fun i _ => (Real.exp_pos _).le
  have h := particle_hole lam _ η hE hS hSE f
  have key : 1 + propagator (-lam) (hopFactor τ K) f = diagonal η *
      (1 + propagator lam (hopFactor τ K) f)ᵀ * diagonal η *
        propagator (-lam) (hopFactor τ K) f := by
    rw [transpose_add, transpose_one, mul_add, add_mul, add_mul, h, mul_one, hS, one_mul,
      add_comm]
  have hd : det (diagonal η) * det (diagonal η) = 1 := by rw [← det_mul, hS, det_one]
  -- the weight is a square times a nonnegative determinant
  have hw : weight lam (hopFactor τ K) f = det (1 + propagator lam (hopFactor τ K) f) ^ 2 *
      det (propagator (-lam) (hopFactor τ K) f) := by
    rw [weight, key, det_mul, det_mul, det_mul, det_transpose]
    linear_combination det (1 + propagator lam (hopFactor τ K) f) ^ 2 *
      det (propagator (-lam) (hopFactor τ K) f) * hd
  rw [hw]
  exact mul_nonneg (sq_nonneg _) hdP

/-- On the four-site ring with unit hopping and no on-site term, every field configuration has
nonnegative weight. -/
theorem square_ring_witness (τ lam : ℝ) (f : List (Fin 4 → ℝ)) :
    0 ≤ weight lam (hopFactor τ !![0, 1, 0, 1; 1, 0, 1, 0; 0, 1, 0, 1; 1, 0, 1, 0]) f := by
  apply bipartite_weight_nonneg τ lam _ ![1, -1, 1, -1]
  · ext i j
    fin_cases i <;> fin_cases j <;> simp
  · intro i
    fin_cases i <;> simp
  · intro i j
    fin_cases i <;> fin_cases j <;> simp

end

end FrustratedHubbardTriangle
```

```lean
#print axioms FrustratedHubbardTriangle.discrete_decoupling
#print axioms FrustratedHubbardTriangle.coupling_log_ten
#print axioms FrustratedHubbardTriangle.triangle_weight_neg
#print axioms FrustratedHubbardTriangle.bipartite_weight_nonneg
```

```
'FrustratedHubbardTriangle.discrete_decoupling' depends on axioms: [propext, Classical.choice, Quot.sound]
'FrustratedHubbardTriangle.coupling_log_ten' depends on axioms: [propext, Classical.choice, Quot.sound]
'FrustratedHubbardTriangle.triangle_weight_neg' depends on axioms: [propext, Classical.choice, Quot.sound]
'FrustratedHubbardTriangle.bipartite_weight_nonneg' depends on axioms: [propext, Classical.choice, Quot.sound]
```

**How the file gets there.** `discrete_decoupling` runs through the four occupation pairs, and `coupling_log_ten` evaluates cosh(log 10).

`triangle_hopFactor` diagonalises the hopping with explicit matrices `P` and `Q`, whose modes are the uniform one and two of zero total amplitude. `Matrix.exp_conj` moves the exponential onto the eigenvalues, and multiplying back gives 17/12 and −7/12. `triangle_slice` then writes one slice as E with row k multiplied by r and the other rows by 1/r.

With these rational entries, `triangle_weight_neg` treats the two spins separately. `det_fin_three` expands each determinant directly, instead of through traces as above, and `norm_num` decides its sign. For spin down, `Real.log_inv` first turns −log 10 into log(1/10), so that the same slice lemma applies.

`particle_hole` proves S B↑ᵀ S B↓ = 1 by induction on the list of slices. Transposition reverses the order, so the two factors of the newest slice meet in the middle. There `hc` cancels the opposite fields across S, `hSE` removes the two hopping factors, and the induction hypothesis finishes the step.

`bipartite_weight_nonneg` first derives the hypotheses of that lemma from those on K: conjugating the exponential by S changes the sign of its exponent. It obtains det E ≥ 0 by splitting the exponential into two equal halves, and det B↓ ≥ 0 by induction over slices. The steps `key` and `hw` are the factorisation of 1 + B↓ and the resulting formula for the weight. For the ring, the signs (1, −1, 1, −1) are supplied and the conditions are checked entry by entry.
